# A finite real filter that is interpolating and orthonormal under even shifts has exactly one nonzero odd entry

The theorem concerns a real filter `h` on the integers with finitely many nonzero entries. Its even entries vanish except for `1/√2` at the origin, and it has unit norm and is orthogonal to its own translates by nonzero even shifts. The claim is that exactly one odd site carries a nonzero entry. For existence, the proof notes that the even entries supply only half of the squared norm, which is 1. For uniqueness, it takes the outermost nonzero odd entries, at `a` and `b`, and argues that if they were distinct, the autocorrelation at shift `b - a` would be their product, which is nonzero, against orthogonality.

As first written in Lean, the proof fails:

```lean
import Mathlib

open Finsupp

namespace ExistsUniqueOddTap

noncomputable section

/-- A filter is interpolating if its even entries vanish except for `1/√2` at the origin. -/
def IsInterpolating (h : ℤ →₀ ℝ) : Prop :=
  ∀ k : ℤ, h (2 * k) = if k = 0 then 1 / √2 else 0

/-- The autocorrelation `∑ₙ hₙ hₙ₊ₖ` of a filter at shift `k`. -/
def autocorr (h : ℤ →₀ ℝ) (k : ℤ) : ℝ := h.sum fun n a => a * h (n + k)

/-- A filter is orthonormal if it has unit norm and is orthogonal to its nonzero even shifts. -/
def IsOrthonormal (h : ℤ →₀ ℝ) : Prop :=
  ∀ k : ℤ, autocorr h (2 * k) = if k = 0 then 1 else 0

private lemma half_sq : (1 / √2) * (1 / √2) = (1 / 2 : ℝ) := by
  rw [div_mul_div_comm, Real.mul_self_sqrt (by norm_num)]
  norm_num

private lemma even_zero {h : ℤ →₀ ℝ} (hi : IsInterpolating h) (n : ℤ) (he : Even n)
    (hn : n ≠ 0) : h n = 0 := by
  obtain ⟨j, rfl⟩ := he
  have hj : j ≠ 0 := by omega
  have := hi j
  rw [if_neg hj] at this
  rw [← two_mul]
  exact this

private lemma autocorr_eq {h : ℤ →₀ ℝ} {a k : ℤ} (H : ∀ n, n ≠ a → h n * h (n + k) = 0) :
    autocorr h k = h a * h (a + k) := by
  unfold autocorr Finsupp.sum
  exact Finset.sum_eq_single a (fun n _ hn => H n hn)
    (fun hc => by simp [Finsupp.notMem_support_iff.mp hc])

/-- An interpolating orthonormal filter has exactly one nonzero entry at an odd site. -/
theorem existsUnique_odd_tap {h : ℤ →₀ ℝ} (hi : IsInterpolating h) (ho : IsOrthonormal h) :
    ∃! m : ℤ, Odd m ∧ h m ≠ 0 := by
  have h0 : h 0 = 1 / √2 := by simpa using hi 0
  obtain ⟨S, hS⟩ : ∃ S : Finset ℤ, ∀ n, n ∈ S ↔ h n ≠ 0 ∧ Odd n :=
    ⟨h.support.filter (fun n => Odd n), by simp⟩
  -- the even entries carry only half of the norm
  have hne : S.Nonempty := by
    by_contra hE
    have hodd : ∀ n, Odd n → h n = 0 := fun n hn =>
      by_contra fun hc => hE ⟨n, (hS n).mpr ⟨hc, hn⟩⟩
    have e : autocorr h (2 * 0) = h 0 * h (0 + 2 * 0) := by
      unfold autocorr Finsupp.sum
      refine Finset.sum_eq_single 0 (fun n _ hn => ?_) (fun hc => ?_)
      · have : h n = 0 := (Int.even_or_odd n).elim (fun he => even_zero hi n he hn) (hodd n)
        rw [this, zero_mul]
      · rw [Finsupp.notMem_support_iff.mp hc, zero_mul]
    have o := ho 0
    rw [e, mul_zero, add_zero, h0, half_sq, if_pos rfl] at o
    norm_num at o
  obtain ⟨a, haS, hmin⟩ : ∃ a ∈ S, ∀ n ∈ S, a ≤ n :=
    ⟨S.min' hne, S.min'_mem hne, fun n hn => S.min'_le n hn⟩
  obtain ⟨b, hbS, hmax⟩ : ∃ b ∈ S, ∀ n ∈ S, n ≤ b :=
    ⟨S.max' hne, S.max'_mem hne, fun n hn => S.le_max' n hn⟩
  obtain ⟨ha, i, hia⟩ := (hS a).mp haS
  obtain ⟨hb, j, hjb⟩ := (hS b).mp hbS
  -- at shift b - a only the product of the outermost odd entries survives
  have hab : a = b := by
    by_contra hne'
    have hle := hmin b hbS
    obtain ⟨k, hk⟩ : ∃ k, b = a + 2 * k := ⟨j - i, by omega⟩
    have hk0 : k ≠ 0 := by omega
    have e : autocorr h (2 * k) = h a * h (a + 2 * k) := by
      unfold autocorr Finsupp.sum
      refine Finset.sum_eq_single a (fun n hn hna => ?_) (fun hc => ?_)
      · rcases Int.even_or_odd n with he | hno
        · by_cases hn0 : n = 0
          · have : h (n + 2 * k) = 0 :=
              even_zero hi _ (he.add (even_two_mul k)) (by omega)
            rw [this, mul_zero]
          · rw [even_zero hi n he hn0, zero_mul]
        · have h1 := hmin n ((hS n).mpr ⟨Finsupp.mem_support_iff.mp hn, hno⟩)
          have : h (n + 2 * k) = 0 := by
            by_contra hc
            have h2 := hmax _ ((hS _).mpr ⟨hc, hno.add_even (even_two_mul k)⟩)
            omega
          rw [this, mul_zero]
      · exact absurd (Finsupp.notMem_support_iff.mp hc) ha
    have o := ho k
    rw [e, if_neg hk0, ← hk] at o
    exact mul_ne_zero ha hb o
  refine ⟨a, ⟨⟨i, hia⟩, ha⟩, fun n hn => ?_⟩
  have h1 := hmin n ((hS n).mpr ⟨hn.2, hn.1⟩)
  have h2 := hmax n ((hS n).mpr ⟨hn.2, hn.1⟩)
  omega

end

end ExistsUniqueOddTap
```

The compiler's answer:

```
Main.lean:54:18: error: Tactic `rewrite` failed: Did not find an occurrence of the pattern
  0 * ?a
in the target expression
  (fun n a => a * h (n + 2 * 0)) n 0 = 0

case refine_1
h : ℤ →₀ ℝ
hi : IsInterpolating h
ho : IsOrthonormal h
h0 : h 0 = 1 / √2
S : Finset ℤ
hS : ∀ (n : ℤ), n ∈ S ↔ h n ≠ 0 ∧ Odd n
hE : ¬S.Nonempty
hodd : ∀ (n : ℤ), Odd n → h n = 0
n : ℤ
x✝ : n ∈ h.support
hn : n ≠ 0
this : h n = 0
⊢ (fun n a => a * h (n + 2 * 0)) n 0 = 0
Main.lean:55:46: error: Tactic `rewrite` failed: Did not find an occurrence of the pattern
  0 * ?a
in the target expression
  (fun n a => a * h (n + 2 * 0)) 0 0 = 0

case refine_2
h : ℤ →₀ ℝ
hi : IsInterpolating h
ho : IsOrthonormal h
h0 : h 0 = 1 / √2
S : Finset ℤ
hS : ∀ (n : ℤ), n ∈ S ↔ h n ≠ 0 ∧ Odd n
hE : ¬S.Nonempty
hodd : ∀ (n : ℤ), Odd n → h n = 0
hc : 0 ∉ h.support
⊢ (fun n a => a * h (n + 2 * 0)) 0 0 = 0
Main.lean:78:16: error: Tactic `rewrite` failed: Did not find an occurrence of the pattern
  h (n + 2 * k)
in the target expression
  (fun n a => a * h (n + 2 * k)) n (h n) = 0

case pos
h : ℤ →₀ ℝ
hi : IsInterpolating h
ho : IsOrthonormal h
h0 : h 0 = 1 / √2
S : Finset ℤ
hS : ∀ (n : ℤ), n ∈ S ↔ h n ≠ 0 ∧ Odd n
hne : S.Nonempty
a : ℤ
haS : a ∈ S
hmin : ∀ n ∈ S, a ≤ n
b : ℤ
hbS : b ∈ S
hmax : ∀ n ∈ S, n ≤ b
ha : h a ≠ 0
i : ℤ
hia : a = 2 * i + 1
hb : h b ≠ 0
j : ℤ
hjb : b = 2 * j + 1
hne' : ¬a = b
hle : a ≤ b
k : ℤ
hk : b = a + 2 * k
hk0 : k ≠ 0
n : ℤ
hn : n ∈ h.support
hna : n ≠ a
he : Even n
hn0 : n = 0
this : h (n + 2 * k) = 0
⊢ (fun n a => a * h (n + 2 * k)) n (h n) = 0
Main.lean:79:39: error: Tactic `rewrite` failed: Did not find an occurrence of the pattern
  0 * ?a
in the target expression
  (fun n a => a * h (n + 2 * k)) n 0 = 0

case neg
h : ℤ →₀ ℝ
hi : IsInterpolating h
ho : IsOrthonormal h
h0 : h 0 = 1 / √2
S : Finset ℤ
hS : ∀ (n : ℤ), n ∈ S ↔ h n ≠ 0 ∧ Odd n
hne : S.Nonempty
a : ℤ
haS : a ∈ S
hmin : ∀ n ∈ S, a ≤ n
b : ℤ
hbS : b ∈ S
hmax : ∀ n ∈ S, n ≤ b
ha : h a ≠ 0
i : ℤ
hia : a = 2 * i + 1
hb : h b ≠ 0
j : ℤ
hjb : b = 2 * j + 1
hne' : ¬a = b
hle : a ≤ b
k : ℤ
hk : b = a + 2 * k
hk0 : k ≠ 0
n : ℤ
hn : n ∈ h.support
hna : n ≠ a
he : Even n
hn0 : ¬n = 0
⊢ (fun n a => a * h (n + 2 * k)) n 0 = 0
Main.lean:85:14: error: Tactic `rewrite` failed: Did not find an occurrence of the pattern
  h (n + 2 * k)
in the target expression
  (fun n a => a * h (n + 2 * k)) n (h n) = 0

case refine_1.inr
h : ℤ →₀ ℝ
hi : IsInterpolating h
ho : IsOrthonormal h
h0 : h 0 = 1 / √2
S : Finset ℤ
hS : ∀ (n : ℤ), n ∈ S ↔ h n ≠ 0 ∧ Odd n
hne : S.Nonempty
a : ℤ
haS : a ∈ S
hmin : ∀ n ∈ S, a ≤ n
b : ℤ
hbS : b ∈ S
hmax : ∀ n ∈ S, n ≤ b
ha : h a ≠ 0
i : ℤ
hia : a = 2 * i + 1
hb : h b ≠ 0
j : ℤ
hjb : b = 2 * j + 1
hne' : ¬a = b
hle : a ≤ b
k : ℤ
hk : b = a + 2 * k
hk0 : k ≠ 0
n : ℤ
hn : n ∈ h.support
hna : n ≠ a
hno : Odd n
h1 : a ≤ n
this : h (n + 2 * k) = 0
⊢ (fun n a => a * h (n + 2 * k)) n (h n) = 0
```

All five errors have one cause. After `unfold autocorr Finsupp.sum`, the summand is a function applied to its arguments but not yet beta-reduced, `(fun n a => a * h (n + 2 * k)) n (h n)`, and `Finset.sum_eq_single` passes it on in that form. `rw` looks for its pattern in the goal as written. Inside the function the first factor is the bound variable `a`, so `zero_mul` finds no `0 * ?a`, and the `n` in `h (n + 2 * k)` is bound too, so it does not match the outer `n` of `this`.

The repair uses the lemma `autocorr_eq`, already in the file, whose hypothesis is that the plain product `h n * h (n + k)` vanishes for every `n ≠ a`. The lemma's own proof passes that hypothesis to `Finset.sum_eq_single` as a term, which Lean accepts because the two forms are equal by definition. The rewrites in the main proof now meet an ordinary product. The lemma also deals with the case where the chosen site is outside the support.

Its hypothesis does not provide `n ∈ h.support`, so the odd case now assumes the product is nonzero and gets both nonzero factors from `mul_ne_zero_iff`. Dropping `hle` and inlining `hodd` is tidying.

The repair, with which the file compiles:

```diff
@@ -46,12 +46,8 @@
   have hne : S.Nonempty := by
     by_contra hE
-    have hodd : ∀ n, Odd n → h n = 0 := fun n hn =>
-      by_contra fun hc => hE ⟨n, (hS n).mpr ⟨hc, hn⟩⟩
-    have e : autocorr h (2 * 0) = h 0 * h (0 + 2 * 0) := by
-      unfold autocorr Finsupp.sum
-      refine Finset.sum_eq_single 0 (fun n _ hn => ?_) (fun hc => ?_)
-      · have : h n = 0 := (Int.even_or_odd n).elim (fun he => even_zero hi n he hn) (hodd n)
-        rw [this, zero_mul]
-      · rw [Finsupp.notMem_support_iff.mp hc, zero_mul]
+    have e : autocorr h (2 * 0) = h 0 * h (0 + 2 * 0) := autocorr_eq fun n hn => by
+      have : h n = 0 := (Int.even_or_odd n).elim (fun he => even_zero hi n he hn)
+        (fun hn' => by_contra fun hc => hE ⟨n, (hS n).mpr ⟨hc, hn'⟩⟩)
+      rw [this, zero_mul]
     have o := ho 0
     rw [e, mul_zero, add_zero, h0, half_sq, if_pos rfl] at o
@@ -66,23 +62,16 @@
   have hab : a = b := by
     by_contra hne'
-    have hle := hmin b hbS
     obtain ⟨k, hk⟩ : ∃ k, b = a + 2 * k := ⟨j - i, by omega⟩
     have hk0 : k ≠ 0 := by omega
-    have e : autocorr h (2 * k) = h a * h (a + 2 * k) := by
-      unfold autocorr Finsupp.sum
-      refine Finset.sum_eq_single a (fun n hn hna => ?_) (fun hc => ?_)
-      · rcases Int.even_or_odd n with he | hno
-        · by_cases hn0 : n = 0
-          · have : h (n + 2 * k) = 0 :=
-              even_zero hi _ (he.add (even_two_mul k)) (by omega)
-            rw [this, mul_zero]
-          · rw [even_zero hi n he hn0, zero_mul]
-        · have h1 := hmin n ((hS n).mpr ⟨Finsupp.mem_support_iff.mp hn, hno⟩)
-          have : h (n + 2 * k) = 0 := by
-            by_contra hc
-            have h2 := hmax _ ((hS _).mpr ⟨hc, hno.add_even (even_two_mul k)⟩)
-            omega
-          rw [this, mul_zero]
-      · exact absurd (Finsupp.notMem_support_iff.mp hc) ha
+    have e : autocorr h (2 * k) = h a * h (a + 2 * k) := autocorr_eq fun n hna => by
+      rcases Int.even_or_odd n with he | hno
+      · by_cases hn0 : n = 0
+        · rw [even_zero hi (n + 2 * k) (he.add (even_two_mul k)) (by omega), mul_zero]
+        · rw [even_zero hi n he hn0, zero_mul]
+      · by_contra hc
+        obtain ⟨c1, c2⟩ := mul_ne_zero_iff.mp hc
+        have h1 := hmin n ((hS n).mpr ⟨c1, hno⟩)
+        have h2 := hmax _ ((hS _).mpr ⟨c2, hno.add_even (even_two_mul k)⟩)
+        omega
     have o := ho k
     rw [e, if_neg hk0, ← hk] at o
```
